# Levels of an octahedral σ-bonding model with five d orbitals and six ligand orbitals

An octahedral complex is modelled here by five metal d orbitals and six ligand σ orbitals. The basis is taken as orthonormal, the ligand orbitals do not couple to each other, and each d orbital couples to each ligand orbital with strength t times the value of the d function at that ligand. The factor 3 in the characteristic polynomial below depends on the common scale of the d functions. That scale is fixed by requiring that the squares of the five functions sum to 1 at every point of the unit sphere, with z2 equal to 1 at the two ligands on the z axis. The parameter t is then the coupling between a ligand σ orbital and the d orbital pointing straight at it. If each function were instead scaled so that its square integrates to 1 over the unit sphere, the coupling matrix would be multiplied by √(5/(4π)), which is about 0.63, and for the same t the factor 3 would become 15/(4π).

With this scale, the 11×11 Hamiltonian with metal energy a, ligand energy c and coupling t has characteristic polynomial

(X − a)³ (X − c)⁴ ((X − a)(X − c) − 3t²)².

## Orbitals, ligands and Hamiltonian

```lean
import Mathlib

open Matrix Polynomial

namespace OctahedralMolecularOrbitals

noncomputable section
```

This loads the library Mathlib and opens the names for matrices and polynomials.

```lean
/-- The five real d functions z2, x2-y2, xy, xz, yz at the point `u`, with a common
normalisation. -/
def dOrbital (u : Fin 3 → ℝ) : Fin 5 → ℝ :=
  ![(2 * u 2 ^ 2 - u 0 ^ 2 - u 1 ^ 2) / 2, Real.sqrt 3 / 2 * (u 0 ^ 2 - u 1 ^ 2),
    Real.sqrt 3 * (u 0 * u 1), Real.sqrt 3 * (u 0 * u 2), Real.sqrt 3 * (u 1 * u 2)]
```

A point u is a function `Fin 3 → ℝ`, that is, three real coordinates numbered 0, 1, 2 for x, y, z. The result lists five numbers, numbered 0 to 4:

(2z² − x² − y²)/2, (√3/2)(x² − y²), √3 xy, √3 xz, √3 yz.

```lean
/-- The six ligand directions of the octahedron: plus and minus x, y and z. -/
def ligand : Fin 6 → Fin 3 → ℝ :=
  ![![1, 0, 0], ![-1, 0, 0], ![0, 1, 0], ![0, -1, 0], ![0, 0, 1], ![0, 0, -1]]
```

The six ligands sit at unit distance on the axes, in the order +x, −x, +y, −y, +z, −z.

```lean
/-- The matrix of d functions (rows) evaluated at the six ligands (columns). -/
def sigmaCoupling : Matrix (Fin 5) (Fin 6) ℝ :=
  Matrix.of fun i j => dOrbital (ligand j) i
```

`Matrix (Fin 5) (Fin 6) ℝ` is the type of real 5×6 matrices. Entry (i, j) is d function i at ligand j. The z2 row is (−1/2, −1/2, −1/2, −1/2, 1, 1), the x2−y2 row is (√3/2)(1, 1, −1, −1, 0, 0), and the other three rows vanish.

```lean
/-- The Hamiltonian of metal orbitals at energy `a` and ligand orbitals at energy `c`,
coupled by `t` times the matrix `B`. -/
def moHamiltonian {m n : Type*} [DecidableEq m] [DecidableEq n]
    (B : Matrix m n ℝ) (a c t : ℝ) : Matrix (m ⊕ n) (m ⊕ n) ℝ :=
  Matrix.fromBlocks (a • 1) (t • B) (t • Bᵀ) (c • 1)
```

For any finite or infinite index types m (metal) and n (ligand), this is the block matrix

H = [[a·1, tB], [tBᵀ, c·1]].

The index type `m ⊕ n` means "a metal orbital or a ligand orbital". The model is non-interacting, with an orthonormal basis, no ligand–ligand coupling, no π bonding and no metal s or p orbitals. The energies a and c and the coupling t are parameters, not derived from a potential.

```lean
/-- The smaller solution `E` of `(E - a) (E - c) = 3 t²`, called the bonding energy. -/
def bondingEnergy (a c t : ℝ) : ℝ :=
  (a + c) / 2 - Real.sqrt (((a - c) / 2) ^ 2 + 3 * t ^ 2)
```

The lower level is E₋ = (a + c)/2 − √(((a − c)/2)² + 3t²).

```lean
/-- The larger solution `E` of `(E - a) (E - c) = 3 t²`, called the antibonding energy. -/
def antibondingEnergy (a c t : ℝ) : ℝ :=
  (a + c) / 2 + Real.sqrt (((a - c) / 2) ^ 2 + 3 * t ^ 2)
```

The upper level is E₊, with the plus sign. The theorem `octahedral_levels` below shows that both are eigenvalues of the octahedral Hamiltonian.

```lean
/-- The squares of the five d functions add up to the fourth power of the distance from the origin.
-/
theorem dOrbital_sum_sq (u : Fin 3 → ℝ) :
    ∑ i, dOrbital u i ^ 2 = (u 0 ^ 2 + u 1 ^ 2 + u 2 ^ 2) ^ 2 := by
  have h3 : Real.sqrt 3 ^ 2 = 3 := Real.sq_sqrt (by norm_num)
  rw [Fin.sum_univ_five]
  change ((2 * u 2 ^ 2 - u 0 ^ 2 - u 1 ^ 2) / 2) ^ 2
    + (Real.sqrt 3 / 2 * (u 0 ^ 2 - u 1 ^ 2)) ^ 2 + (Real.sqrt 3 * (u 0 * u 1)) ^ 2
    + (Real.sqrt 3 * (u 0 * u 2)) ^ 2 + (Real.sqrt 3 * (u 1 * u 2)) ^ 2 = _
  linear_combination ((u 0 ^ 2 - u 1 ^ 2) ^ 2 / 4 + (u 0 * u 1) ^ 2 + (u 0 * u 2) ^ 2
    + (u 1 * u 2) ^ 2) * h3
```

This theorem confirms the scale: the sum of squares is (x² + y² + z²)². By hand, the first two squares give

(2z² − x² − y²)²/4 + 3(x² − y²)²/4 = x⁴ + y⁴ + z⁴ − x²y² − x²z² − y²z²,

and the other three add 3(x²y² + x²z² + y²z²). In Lean, `linear_combination` does this algebra, using (√3)² = 3.

## Eliminating the ligands

```lean
/-- Elimination of the ligand block from a determinant, without dividing by `y`. -/
theorem det_eliminate_ligands {R m n : Type*} [CommRing R] [Fintype m] [Fintype n]
    [DecidableEq m] [DecidableEq n] (B : Matrix m n R) (x y : R) :
    (Matrix.fromBlocks (x • 1) (-B) (-Bᵀ) (y • 1)).det * y ^ Fintype.card m
      = ((x * y) • (1 : Matrix m m R) - B * Bᵀ).det * y ^ Fintype.card n := by
  -- a block triangular factor clears the lower left block
  have h : Matrix.fromBlocks (x • 1) (-B) (-Bᵀ) (y • 1)
      * Matrix.fromBlocks (y • (1 : Matrix m m R)) 0 Bᵀ (1 : Matrix n n R)
      = Matrix.fromBlocks ((x * y) • (1 : Matrix m m R) - B * Bᵀ) (-B) 0 (y • 1) := by
    rw [Matrix.fromBlocks_multiply]
    congr 1 <;> simp [smul_smul, sub_eq_add_neg, mul_comm]
  have h2 := congrArg Matrix.det h
  rw [Matrix.det_mul, Matrix.det_fromBlocks_zero₁₂, Matrix.det_fromBlocks_zero₂₁] at h2
  simp only [Matrix.det_smul, Matrix.det_one, mul_one] at h2
  exact h2
```

Let x and y be elements of any commutative ring. Multiply

[[x·1, −B], [−Bᵀ, y·1]] · [[y·1, 0], [Bᵀ, 1]] = [[xy·1 − BBᵀ, −B], [0, y·1]].

The lower left block is −yBᵀ + yBᵀ = 0. The second and third matrices are block triangular, so their determinants are products over the diagonal blocks. With |m| and |n| the numbers of orbitals,

det[[x·1, −B], [−Bᵀ, y·1]] · y^|m| = det(xy·1 − BBᵀ) · y^|n|.

The Lean proof states the matrix product as `h` and takes determinants. Nothing is divided by y, so y may be a polynomial.

```lean
/-- For any coupling matrix, the characteristic polynomial of the Hamiltonian reduces, up to
powers of `X - c`, to a determinant over the metal orbitals alone. -/
theorem charpoly_reduction {m n : Type*} [Fintype m] [Fintype n]
    [DecidableEq m] [DecidableEq n] (B : Matrix m n ℝ) (a c t : ℝ) :
    (moHamiltonian B a c t).charpoly * (X - C c) ^ Fintype.card m
      = (((X - C a) * (X - C c)) • (1 : Matrix m m ℝ[X])
          - (t ^ 2 • (B * Bᵀ)).map C).det * (X - C c) ^ Fintype.card n := by
  have hM : (moHamiltonian B a c t).charmatrix
      = Matrix.fromBlocks ((X - C a) • 1) (-((t • B).map C))
          (-((t • B).map C)ᵀ) ((X - C c) • 1) := by
    refine Matrix.ext fun i j => ?_
    rcases i with i | i <;> rcases j with j | j
    · by_cases h : i = j <;> simp [moHamiltonian, h]
    · simp [moHamiltonian]
    · simp [moHamiltonian]
    · by_cases h : i = j <;> simp [moHamiltonian, h]
  have hB : (t • B).map C * ((t • B).map C)ᵀ = (t ^ 2 • (B * Bᵀ)).map C := by
    refine Matrix.ext fun i j => ?_
    simp only [Matrix.mul_apply, Matrix.map_apply, Matrix.transpose_apply,
      Matrix.smul_apply, smul_eq_mul, Finset.mul_sum, map_sum, map_mul, map_pow]
    exact Finset.sum_congr rfl fun k _ => by ring
  rw [Matrix.charpoly, hM, det_eliminate_ligands, hB]
```

The characteristic polynomial is det(X·1 − H). Here `ℝ[X]` denotes real polynomials, and `C` turns a number into a constant polynomial. The matrix X·1 − H has the block form above with x = X − a, y = X − c and B replaced by tB, which is `hM`. Since (tB)(tB)ᵀ = t²BBᵀ, which is `hB`, the elimination gives

det(X·1 − H) · (X − c)^|m| = det((X − a)(X − c)·1 − t²BBᵀ) · (X − c)^|n|.

The second determinant involves metal orbitals only.

```lean
/-- If the metal orbitals couple to mutually orthogonal ligand combinations with squared
strengths `v i`, and there is one more ligand than metal orbitals, the characteristic polynomial
is `X - c` times a product of one quadratic factor per metal orbital. -/
theorem charpoly_of_orthogonal_couplings {m n : Type*} [Fintype m] [Fintype n]
    [DecidableEq m] [DecidableEq n] (B : Matrix m n ℝ) (v : m → ℝ)
    (hB : B * Bᵀ = Matrix.diagonal v) (hn : Fintype.card n = Fintype.card m + 1)
    (a c t : ℝ) :
    (moHamiltonian B a c t).charpoly
      = (∏ i, ((X - C a) * (X - C c) - C (t ^ 2 * v i))) * (X - C c) := by
  have hD : ∀ q : ℝ[X],
      q • (1 : Matrix m m ℝ[X]) - (t ^ 2 • Matrix.diagonal v).map C
        = Matrix.diagonal fun i => q - C (t ^ 2 * v i) := by
    intro q
    refine Matrix.ext fun i j => ?_
    by_cases h : i = j <;> simp [Matrix.diagonal_apply, Matrix.one_apply, h]
  have h := charpoly_reduction B a c t
  rw [hB, hD, Matrix.det_diagonal] at h
  -- cancel the common ligand factors
  rw [hn, pow_succ' (X - C c) (Fintype.card m)] at h
  exact mul_right_cancel₀ (pow_ne_zero (Fintype.card m) (X_sub_C_ne_zero c))
    (h.trans (mul_assoc _ _ _).symm)
```

Suppose BBᵀ is diagonal with entries vᵢ, so that different metal orbitals couple to orthogonal ligand combinations. The metal determinant is then a product. If also |n| = |m| + 1, cancelling (X − c)^|m| leaves

det(X·1 − H) = (X − c) · ∏ᵢ ((X − a)(X − c) − t²vᵢ).

Cancellation is allowed because X − c is not the zero polynomial; `mul_right_cancel₀` performs it. The size condition matters: with one metal and one ligand orbital the left side has degree 2 and the right side degree 3.

## The octahedron

```lean
/-- The five d functions couple to mutually orthogonal ligand combinations, with squared
strengths 3, 3, 0, 0, 0. -/
private theorem coupling_strengths : ∃ v : Fin 5 → ℝ,
    (v 0 = 3 ∧ v 1 = 3 ∧ v 2 = 0 ∧ v 3 = 0 ∧ v 4 = 0) ∧
      sigmaCoupling * sigmaCouplingᵀ = Matrix.diagonal v := by
  obtain ⟨s, hs⟩ : ∃ s : ℝ, s = Real.sqrt 3 := ⟨_, rfl⟩
  have hss : s * s = 3 := by
    rw [hs]
    exact Real.mul_self_sqrt (by norm_num)
  obtain ⟨v, h0, h1, h2, h3, h4⟩ : ∃ v : Fin 5 → ℝ,
      v 0 = 3 ∧ v 1 = 3 ∧ v 2 = 0 ∧ v 3 = 0 ∧ v 4 = 0 :=
    ⟨fun i => if i.val < 2 then 3 else 0, by simp, by simp, by simp, by simp, by simp⟩
  -- the d functions at a point with coordinates x, y, z
  have d0 : ∀ x y z : ℝ, dOrbital ![x, y, z] 0 = (2 * z ^ 2 - x ^ 2 - y ^ 2) / 2 :=
    fun _ _ _ => rfl
  have d1 : ∀ x y z : ℝ, dOrbital ![x, y, z] 1 = s / 2 * (x ^ 2 - y ^ 2) := by
    rw [hs]; exact fun _ _ _ => rfl
  have d2 : ∀ x y z : ℝ, dOrbital ![x, y, z] 2 = s * (x * y) := by
    rw [hs]; exact fun _ _ _ => rfl
  have d3 : ∀ x y z : ℝ, dOrbital ![x, y, z] 3 = s * (x * z) := by
    rw [hs]; exact fun _ _ _ => rfl
  have d4 : ∀ x y z : ℝ, dOrbital ![x, y, z] 4 = s * (y * z) := by
    rw [hs]; exact fun _ _ _ => rfl
  have hsum : ∀ g : (Fin 3 → ℝ) → ℝ, ∑ k, g (ligand k)
      = g ![1, 0, 0] + g ![-1, 0, 0] + g ![0, 1, 0] + g ![0, -1, 0]
        + g ![0, 0, 1] + g ![0, 0, -1] := by
    intro g
    rw [Fin.sum_univ_six]
    rfl
  have hσ : ∀ i k, sigmaCoupling i k = dOrbital (ligand k) i := fun _ _ => rfl
  have hfin : ∀ i : Fin 5, i = 0 ∨ i = 1 ∨ i = 2 ∨ i = 3 ∨ i = 4 := by decide
  refine ⟨v, ⟨h0, h1, h2, h3, h4⟩, ?_⟩
  ext i j
  simp only [Matrix.mul_apply, Matrix.transpose_apply, hσ]
  rw [hsum (fun u => dOrbital u i * dOrbital u j)]
  -- only the two functions pointing at the ligands couple
  rcases hfin i with rfl | rfl | rfl | rfl | rfl <;>
    rcases hfin j with rfl | rfl | rfl | rfl | rfl <;>
    simp only [d0, d1, d2, d3, d4, h0, h1, h2, h3, h4, Matrix.diagonal_apply,
      Fin.reduceEq, reduceIte] <;>
    first | ring1 | linear_combination hss
```

From the rows of B listed earlier,

- z2 with itself: 4·(1/4) + 2·1 = 3
- x2−y2 with itself: 4·(3/4) = 3
- z2 with x2−y2: 2·(−√3/4) + 2·(√3/4) = 0

All other products vanish, so v = (3, 3, 0, 0, 0). Lean writes s for √3 with s·s = 3, splits into the 25 pairs (i, j) and settles each by algebra.

```lean
/-- The characteristic polynomial of the octahedral sigma-bonding Hamiltonian with five
d orbitals and six ligand orbitals. -/
theorem octahedral_charpoly (a c t : ℝ) :
    (moHamiltonian sigmaCoupling a c t).charpoly
      = (X - C a) ^ 3 * (X - C c) ^ 4
        * ((X - C a) * (X - C c) - C (3 * t ^ 2)) ^ 2 := by
  obtain ⟨v, ⟨h0, h1, h2, h3, h4⟩, hG⟩ := coupling_strengths
  -- two orbitals couple with squared strength 3, three do not couple
  have finish : ∀ x y : ℝ[X], (∏ i, (x * y - C (t ^ 2 * v i))) * y
      = x ^ 3 * y ^ 4 * (x * y - C (3 * t ^ 2)) ^ 2 := by
    intro x y

    rw [Fin.prod_univ_five, h0, h1, h2, h3, h4, mul_zero, C_0, sub_zero,
      mul_comm (t ^ 2) 3]
    generalize x * y - C (3 * t ^ 2) = w
    ring
  exact (charpoly_of_orthogonal_couplings sigmaCoupling v hG (by simp) a c t).trans
    (finish (X - C a) (X - C c))
```

Put x = X − a and y = X − c. Two factors have vᵢ = 3 and three have vᵢ = 0, so

(xy − 3t²)² (xy)³ · y = x³ y⁴ (xy − 3t²)².

This is the stated polynomial, for all real a, c and t. The factor x³ belongs to the three d orbitals named xy, xz and yz, which have nodes at every ligand. The factor y⁴ belongs to the four ligand combinations that no d orbital reaches.

```lean
/-- The bonding and antibonding energies have sum `a + c` and product `a c - 3 t²`. -/
theorem energies_sum_and_product (a c t : ℝ) :
    bondingEnergy a c t + antibondingEnergy a c t = a + c ∧
      bondingEnergy a c t * antibondingEnergy a c t = a * c - 3 * t ^ 2 := by
  have hs := Real.sq_sqrt (show 0 ≤ ((a - c) / 2) ^ 2 + 3 * t ^ 2 by positivity)
  unfold bondingEnergy antibondingEnergy
  constructor
  · ring
  · linear_combination -hs
```

The sum is immediate, and the product is a difference of squares:

E₋E₊ = ((a + c)/2)² − ((a − c)/2)² − 3t² = ac − 3t².

```lean
/-- The characteristic polynomial splits into the level `a` three times, the level `c` four
times, and the bonding and antibonding levels twice each. -/
theorem octahedral_levels (a c t : ℝ) :
    (moHamiltonian sigmaCoupling a c t).charpoly
      = (X - C a) ^ 3 * (X - C c) ^ 4 * (X - C (bondingEnergy a c t)) ^ 2
        * (X - C (antibondingEnergy a c t)) ^ 2 := by
  obtain ⟨hs, hp⟩ := energies_sum_and_product a c t
  have hs' : C (bondingEnergy a c t) + C (antibondingEnergy a c t) = C a + C c := by
    rw [← C_add, hs, C_add]
  have hp' : C (bondingEnergy a c t) * C (antibondingEnergy a c t)
      = C a * C c - C (3 * t ^ 2) := by
    rw [← C_mul, hp, C_sub, C_mul]
  have hq : (X - C a) * (X - C c) - C (3 * t ^ 2)
      = (X - C (bondingEnergy a c t)) * (X - C (antibondingEnergy a c t)) := by
    linear_combination X * hs' - hp'
  rw [octahedral_charpoly, hq, mul_pow, ← mul_assoc]
```

Hence (X − a)(X − c) − 3t² = X² − (a + c)X + ac − 3t² = (X − E₋)(X − E₊), and

det(X·1 − H) = (X − a)³ (X − c)⁴ (X − E₋)² (X − E₊)².

In Lean, `hq` is this quadratic identity, obtained from the sum and product. Because H is real and symmetric, these exponents are the degeneracies when the four values differ; coinciding values add theirs. A numerical diagonalisation of this finite, non-interacting model can be compared with these levels.

## Level repulsion and the ligand-field gap

```lean
/-- With nonzero coupling the bonding level lies below both the metal and the ligand energy,
and the antibonding level lies above both. -/
theorem levels_repel (a c t : ℝ) (ht : t ≠ 0) :
    bondingEnergy a c t < min a c ∧ max a c < antibondingEnergy a c t := by
  have ht2 : 0 < t ^ 2 := by positivity
  have h : |(a - c) / 2| < Real.sqrt (((a - c) / 2) ^ 2 + 3 * t ^ 2) := by
    rw [← Real.sqrt_sq_eq_abs]
    exact Real.sqrt_lt_sqrt (sq_nonneg _) (by linarith)
  obtain ⟨h1, h2⟩ := abs_lt.mp h
  unfold bondingEnergy antibondingEnergy
  exact ⟨lt_min (by linarith) (by linarith), max_lt (by linarith) (by linarith)⟩
```

For t ≠ 0 the square root exceeds |a − c|/2. Since the larger and smaller of a and c are (a + c)/2 ± |a − c|/2, it follows that

E₋ < min(a, c) and max(a, c) < E₊.

The proof compares the two square roots in `h` and finishes with linear inequalities. The condition on t is needed: at t = 0 the levels are exactly min(a, c) and max(a, c), and both strict inequalities fail.

```lean
/-- For ligand orbitals below the metal orbitals and nonzero coupling, the gap between the
antibonding level and `a` is positive and smaller than `3 t² / (a - c)`. -/
theorem splitting_bounds (a c t : ℝ) (hac : c < a) (ht : t ≠ 0) :
    0 < antibondingEnergy a c t - a ∧
      antibondingEnergy a c t - a < 3 * t ^ 2 / (a - c) := by
  obtain ⟨hs, hp⟩ := energies_sum_and_product a c t
  have hpos : 0 < antibondingEnergy a c t - a :=
    sub_pos.mpr (lt_of_le_of_lt (le_max_left a c) (levels_repel a c t ht).2)
  -- the secular equation of the antibonding level
  have he : (antibondingEnergy a c t - a) * (antibondingEnergy a c t - c) = 3 * t ^ 2 := by
    linear_combination antibondingEnergy a c t * hs - hp
  refine ⟨hpos, ?_⟩
  rw [lt_div_iff₀ (sub_pos.mpr hac)]
  nlinarith [mul_pos hpos hpos]

end

end OctahedralMolecularOrbitals
```

Let g = E₊ − a, the gap between the antibonding pair and the three uncoupled d orbitals. In this non-interacting model with a single coupling parameter it is the octahedral ligand-field splitting. Level repulsion gives g > 0. The quadratic equation for E₊, called `he` in the proof, reads

g(g + a − c) = 3t².

Therefore g(a − c) = 3t² − g² < 3t², and dividing by a − c > 0 gives

0 < g < 3t²/(a − c).

The right-hand side is the second-order perturbation estimate, which thus always overestimates the gap here. In Lean, `lt_div_iff₀` removes the division and `nlinarith` uses g² > 0.

Both hypotheses matter. With a = 0, c = 2 and t = 1, the condition c < a fails; then E₊ = 3 and g = 3, while the claimed upper bound is −3/2. With t = 0 and c < a, the gap is 0 and not positive.

```lean
#print axioms OctahedralMolecularOrbitals.dOrbital_sum_sq
#print axioms OctahedralMolecularOrbitals.octahedral_charpoly
#print axioms OctahedralMolecularOrbitals.octahedral_levels
#print axioms OctahedralMolecularOrbitals.splitting_bounds
```

```
'OctahedralMolecularOrbitals.dOrbital_sum_sq' depends on axioms: [propext, Classical.choice, Quot.sound]
'OctahedralMolecularOrbitals.octahedral_charpoly' depends on axioms: [propext, Classical.choice, Quot.sound]
'OctahedralMolecularOrbitals.octahedral_levels' depends on axioms: [propext, Classical.choice, Quot.sound]
'OctahedralMolecularOrbitals.splitting_bounds' depends on axioms: [propext, Classical.choice, Quot.sound]
```
